# No complex $N\times N$ matrices satisfy $XP-PX=iI$ for $N\ge 1$, and the truncated oscillator violates it only at its top level

In units where $\hbar$, the mass and the frequency equal 1, write the position and momentum of a harmonic oscillator as $4\times4$ matrices $X$ and $P$ in its four lowest energy states. Form $(X^2+P^2)/2$, and the energies come out as $\tfrac12,\tfrac32,\tfrac52,\tfrac32$. The fourth level should be $\tfrac72$; instead it coincides with the second. The relation $XP-PX=iI$ fails for these matrices too, and also at the top level. Some failure of that relation is unavoidable in every finite basis; for this truncation, the errors in the commutator and in the energy can both be computed exactly.

## The trace obstruction

Let $X$ and $P$ be complex $N\times N$ matrices with $N\ge1$, and let $\hbar$ be real. This constant sets the scale of the commutator; the oscillator below uses units with $\hbar=1$. Define the error
$$D = XP-PX-i\hbar I .$$
Since $\operatorname{tr}(XP)=\sum_{i,j}X_{ij}P_{ji}=\operatorname{tr}(PX)$, the commutator is traceless and $\operatorname{tr}D=-i\hbar N$. The triangle inequality gives
$$N|\hbar| = \Big|\sum_i D_{ii}\Big| \le \sum_i |D_{ii}| .$$
If every $|D_{ii}|$ were smaller than $|\hbar|$, the right side would be smaller than $N|\hbar|$. So some diagonal entry satisfies $|D_{ii}|\ge|\hbar|$. For $\hbar\neq0$ this forces $D\neq0$: the canonical relation fails, and by an amount that no choice of matrices can make small.

## The oscillator cut off at level $d$

Keep the levels $0,\dots,d$, so that $N=d+1$, and let $e$ be the basis vector of level $d$. The lowering matrix $a$ has entries $a_{mn}=\sqrt n$ if $m+1=n$, and $0$ otherwise. Write $a^*$ for its conjugate transpose.

In $(a^*a)_{mn}=\sum_k \overline{a_{km}}\,a_{kn}$ a term survives only if $k+1=m$ and $k+1=n$. Hence $a^*a$ is diagonal with entries $n$; at $n=0$ there is no such $k$, and the entry is $0$.

In $(aa^*)_{mn}=\sum_k a_{mk}\,\overline{a_{nk}}$ a term survives only if $k=m+1=n+1$. The diagonal entry is $n+1$ when $n<d$. At $n=d$ there is no level above, and the entry is $0$. This missing term produces the exceptional top entries found below.

With $X=(a+a^*)/\sqrt2$ and $P=i(a^*-a)/\sqrt2$, which are both Hermitian,
$$XP=\tfrac i2\,(aa^*-a^2+a^{*2}-a^*a),\qquad PX=\tfrac i2\,(a^*a+a^{*2}-a^2-aa^*),$$
so $XP-PX=i(aa^*-a^*a)$. The matrix in brackets has diagonal entries $(n+1)-n=1$ below the top and $0-d=1-N$ at the top:
$$XP-PX=i\,(I-N\,ee^*).$$

For the energy,
$$X^2=\tfrac12(a^2+aa^*+a^*a+a^{*2}),\qquad P^2=\tfrac12(-a^{*2}+a^*a+aa^*-a^2).$$
The squares of $a$ and $a^*$ cancel, leaving $\tfrac12(X^2+P^2)=\tfrac12(aa^*+a^*a)$. Its entries are $n+\tfrac12$ below the top and $d/2=(N-1)/2$ at the top.

Finally, for a vector $\psi$ with top amplitude $\psi_d$,
$$(XP-PX)\psi=i\psi-iN\psi_d\,e ,$$
which equals $i\psi$ exactly when $\psi_d=0$. For a normalised state the deviation has length $N|\psi_d|$, so a small top amplitude is magnified by the size of the basis.

In a simulation of a single oscillator in a truncated number basis, the top-level population $|\psi_d|^2$ of a normalised pure state therefore tells how far $(XP-PX)\psi$ is from $i\psi$: the distance is $N$ times the square root of that population. This concerns the commutator applied directly to $\psi$. Even when $\psi_d=0$, the vector $X\psi$ may have a nonzero top amplitude, and the relation then fails on $X\psi$.

## Three levels, and one

For $N=3$ the nonzero entries of $a$ are $a_{01}=1$ and $a_{12}=\sqrt2$. Then $a^*a=\operatorname{diag}(0,1,2)$ and $aa^*=\operatorname{diag}(1,2,0)$. The commutator is $i\operatorname{diag}(1,1,-2)$, which is traceless as it must be, and the energy is $\operatorname{diag}(\tfrac12,\tfrac32,1)$.

For $N=1$ the only level is also the top one. Here $a=X=P=0$, and the formulas correctly give a zero commutator and zero energy. The canonical relation then holds only on the zero vector.

## The no-go theorem in Lean

```lean
import Mathlib

open Matrix

namespace TruncatedOscillator

noncomputable section
```

The basis is labelled by an arbitrary finite nonempty type `n`, and $X$ and $P$ are arbitrary complex matrices, with no Hermiticity assumed. The theorem states that some diagonal entry of the error has modulus at least `|ħ|`.

The proof supposes the contrary. `Matrix.trace_mul_comm` removes the commutator from the trace, `norm_sum_le` is the triangle inequality, and `Finset.sum_lt_sum_of_nonempty` adds up the supposed strict inequalities. The last of these uses the fact that the basis is nonempty. The two bounds contradict each other.

```lean
/-- For any two matrices on a finite nonempty basis, the error in the canonical commutation
relation has a diagonal entry of modulus at least `|ħ|`. -/
theorem exists_large_defect {n : Type*} [Fintype n] [DecidableEq n] [Nonempty n]
    (X P : Matrix n n ℂ) (ħ : ℝ) :
    ∃ i, |ħ| ≤ ‖(X * P - P * X - (Complex.I * (ħ : ℂ)) • (1 : Matrix n n ℂ)) i i‖ := by
  by_contra hcon
  push Not at hcon
  -- the commutator is traceless, the identity is not
  have htr : ∑ i, (X * P - P * X - (Complex.I * (ħ : ℂ)) • (1 : Matrix n n ℂ)) i i
      = -((Fintype.card n : ℂ) * (Complex.I * (ħ : ℂ))) := by
    change Matrix.trace (X * P - P * X - (Complex.I * (ħ : ℂ)) • (1 : Matrix n n ℂ)) = _
    rw [Matrix.trace_sub, Matrix.trace_sub, Matrix.trace_mul_comm X P, sub_self,
      Matrix.trace_smul, Matrix.trace_one, smul_eq_mul]
    ring
  have hle := norm_sum_le Finset.univ
    (fun i => (X * P - P * X - (Complex.I * (ħ : ℂ)) • (1 : Matrix n n ℂ)) i i)
  rw [htr, norm_neg, norm_mul, norm_mul, Complex.norm_I, one_mul, Complex.norm_natCast,
    Complex.norm_real, Real.norm_eq_abs] at hle
  have hlt := Finset.sum_lt_sum_of_nonempty (Finset.univ_nonempty (α := n))
    (fun i _ => hcon i)
  rw [Finset.sum_const, Finset.card_univ, nsmul_eq_mul] at hlt
  linarith
```

If the canonical relation held, the error would be the zero matrix, and the bound would read $|\hbar|\le0$. The hypothesis `hħ` excludes this.

```lean
/-- No two complex matrices on a finite nonempty basis satisfy `XP - PX = iħ I` with `ħ ≠ 0`. -/
theorem no_finite_canonical_pair {n : Type*} [Fintype n] [DecidableEq n] [Nonempty n]
    (X P : Matrix n n ℂ) {ħ : ℝ} (hħ : ħ ≠ 0) :
    X * P - P * X ≠ (Complex.I * (ħ : ℂ)) • (1 : Matrix n n ℂ) := by
  intro h
  obtain ⟨i, hi⟩ := exists_large_defect X P ħ
  rw [h, sub_self, Matrix.zero_apply, norm_zero] at hi
  exact not_lt_of_ge hi (abs_pos.mpr hħ)
```

## The truncated matrices

The levels are the elements of `Fin (d + 1)`, which makes $N\ge1$ automatic. The row index `m` is the final level and the column index `n` the initial one.

```lean
/-- The lowering matrix on the levels `0, …, d`, taking level `n` to `√n` times level `n - 1`. -/
def lower (d : ℕ) : Matrix (Fin (d + 1)) (Fin (d + 1)) ℂ :=
  Matrix.of fun m n => if (m : ℕ) + 1 = (n : ℕ) then ((√((n : ℕ) : ℝ) : ℝ) : ℂ) else 0
```

Position and momentum follow the formulas above, with `ᴴ` for the conjugate transpose and `•` for multiplication by a scalar. The units are those in which $\hbar$, the mass and the frequency all equal 1.

```lean
/-- The truncated position matrix `X = (a + a*)/√2`. -/
def position (d : ℕ) : Matrix (Fin (d + 1)) (Fin (d + 1)) ℂ :=
  ((√2 : ℝ) : ℂ)⁻¹ • (lower d + (lower d)ᴴ)

/-- The truncated momentum matrix `P = i(a* - a)/√2`. -/
def momentum (d : ℕ) : Matrix (Fin (d + 1)) (Fin (d + 1)) ℂ :=
  (Complex.I * ((√2 : ℝ) : ℂ)⁻¹) • ((lower d)ᴴ - lower d)
```

The energy is built by multiplying the truncated matrices. It is not the infinite oscillator Hamiltonian restricted to the first $N$ levels, whose top entry would be $N-\tfrac12$.

```lean
/-- The oscillator energy `(X² + P²)/2` built from the truncated position and momentum. -/
def energy (d : ℕ) : Matrix (Fin (d + 1)) (Fin (d + 1)) ℂ :=
  (1 / 2 : ℂ) • (position d * position d + momentum d * momentum d)
```

## The two ladder products

Two facts about single entries carry the computation: an entry vanishes unless $m+1=n$, and when that holds its squared modulus is $n$.

```lean
/-- The lowering matrix has no element between levels that are not neighbours in the
downward direction. -/
theorem lower_of_ne {d : ℕ} {m n : Fin (d + 1)} (h : (m : ℕ) + 1 ≠ (n : ℕ)) :
    lower d m n = 0 := by
  simp [lower, h]

/-- The squared modulus of the lowering element from level `n` to level `n - 1` is `n`. -/
theorem lower_sq {d : ℕ} {m n : Fin (d + 1)} (h : (m : ℕ) + 1 = (n : ℕ)) :
    lower d m n * star (lower d m n) = ((n : ℕ) : ℂ) := by
  have e : lower d m n = ((√((n : ℕ) : ℝ) : ℝ) : ℂ) := by simp [lower, h]
  rw [e, Complex.star_def, Complex.conj_ofReal, ← Complex.ofReal_mul,
    Real.mul_self_sqrt (Nat.cast_nonneg _), Complex.ofReal_natCast]
```

The proof for $a^*a$ follows the sum over $k$. Off the diagonal every term has a vanishing factor. On the diagonal, `Finset.sum_eq_single` picks out the level just below, and level $0$ is treated separately because it has none.

```lean
/-- The product `a* a` is diagonal and counts the quanta in each level. -/
theorem raise_mul_lower (d : ℕ) :
    (lower d)ᴴ * lower d = Matrix.diagonal fun n : Fin (d + 1) => ((n : ℕ) : ℂ) := by
  ext i j
  rw [Matrix.mul_apply, Matrix.diagonal_apply]
  simp only [Matrix.conjTranspose_apply]
  by_cases hij : i = j
  · subst hij
    rw [if_pos rfl]
    by_cases h0 : (i : ℕ) = 0
    · rw [h0, Nat.cast_zero]
      refine Finset.sum_eq_zero fun k _ => ?_
      rw [lower_of_ne (m := k) (n := i) (by omega), mul_zero]
    · -- only the level just below contributes
      have hi := i.isLt
      rw [Finset.sum_eq_single (⟨(i : ℕ) - 1, by omega⟩ : Fin (d + 1))]
      · rw [mul_comm]
        exact lower_sq (by change (i : ℕ) - 1 + 1 = (i : ℕ); omega)
      · intro k _ hk
        have hne : (k : ℕ) + 1 ≠ (i : ℕ) := fun h =>
          hk (Fin.ext (by change (k : ℕ) = (i : ℕ) - 1; omega))
        rw [lower_of_ne hne, mul_zero]
      · intro h
        exact absurd (Finset.mem_univ _) h
  · rw [if_neg hij]
    refine Finset.sum_eq_zero fun k _ => ?_
    by_cases hk : (k : ℕ) + 1 = (i : ℕ)
    · have hne : (k : ℕ) + 1 ≠ (j : ℕ) := fun h => hij (Fin.ext (hk.symm.trans h))
      rw [lower_of_ne hne, mul_zero]
    · rw [lower_of_ne hk, star_zero, zero_mul]
```

For $aa^*$ the surviving term comes from the level just above. The exceptional case is now `i = Fin.last d`, where every term vanishes.

```lean
/-- The product `a a*` is diagonal with entries `n + 1`, except for a zero at the top level. -/
theorem lower_mul_raise (d : ℕ) :
    lower d * (lower d)ᴴ =
      Matrix.diagonal fun n => if n = Fin.last d then 0 else ((n : ℕ) : ℂ) + 1 := by
  ext i j
  rw [Matrix.mul_apply, Matrix.diagonal_apply]
  simp only [Matrix.conjTranspose_apply]
  by_cases hij : i = j
  · subst hij
    rw [if_pos rfl]
    by_cases hi : i = Fin.last d
    · -- there is no level above the top one
      rw [if_pos hi]
      have hv : (i : ℕ) = d := congrArg Fin.val hi
      refine Finset.sum_eq_zero fun k _ => ?_
      have hk := k.isLt
      rw [lower_of_ne (m := i) (n := k) (by omega), zero_mul]
    · rw [if_neg hi]
      have hv : (i : ℕ) ≠ d := fun h => hi (Fin.ext h)
      have hlt := i.isLt
      rw [Finset.sum_eq_single (⟨(i : ℕ) + 1, by omega⟩ : Fin (d + 1))]
      · rw [lower_sq rfl]
        push_cast
        rfl
      · intro k _ hk
        have hne : (i : ℕ) + 1 ≠ (k : ℕ) := fun h => hk (Fin.ext h.symm)
        rw [lower_of_ne hne, zero_mul]
      · intro h
        exact absurd (Finset.mem_univ _) h
  · rw [if_neg hij]
    refine Finset.sum_eq_zero fun k _ => ?_
    by_cases hk : (i : ℕ) + 1 = (k : ℕ)
    · have hne : (j : ℕ) + 1 ≠ (k : ℕ) := fun h => hij (Fin.ext (by omega))
      rw [lower_of_ne hne, star_zero, mul_zero]
    · rw [lower_of_ne hk, zero_mul]
```

Hermiticity is checked by taking conjugate transposes. For momentum, the sign from conjugating $i$ compensates the sign from exchanging $a$ and $a^*$.

```lean
/-- The truncated position and momentum matrices are Hermitian. -/
theorem position_momentum_hermitian (d : ℕ) :
    (position d).IsHermitian ∧ (momentum d).IsHermitian := by
  constructor
  · rw [Matrix.IsHermitian, position, Matrix.conjTranspose_smul, Matrix.conjTranspose_add,
      Matrix.conjTranspose_conjTranspose, star_inv₀, Complex.star_def, Complex.conj_ofReal,
      add_comm (lower d)ᴴ (lower d)]
  · have hc : star (Complex.I * ((√2 : ℝ) : ℂ)⁻¹) = -(Complex.I * ((√2 : ℝ) : ℂ)⁻¹) := by
      simp
    rw [Matrix.IsHermitian, momentum, Matrix.conjTranspose_smul, Matrix.conjTranspose_sub,
      Matrix.conjTranspose_conjTranspose, hc]
    module
```

## The commutator and the vectors on which it is canonical

`Matrix.single (Fin.last d) (Fin.last d) 1` is the projector $ee^*$. The step `key` is the reduction to $i(aa^*-a^*a)$: the factor $1/\sqrt2$ is replaced by a symbol `s` with $s^2=\tfrac12$, the products are expanded, and `module` collects the terms. The two diagonal forms are then inserted and the entries compared in three cases: top, lower diagonal and off-diagonal.

```lean
/-- With `N = d + 1` levels, `XP - PX = i(I - N |top⟩⟨top|)`. -/
theorem position_momentum_commutator (d : ℕ) :
    position d * momentum d - momentum d * position d =
      Complex.I • (1 - ((d + 1 : ℕ) : ℂ) • Matrix.single (Fin.last d) (Fin.last d) (1 : ℂ)) := by
  have hs : ((√2 : ℝ) : ℂ)⁻¹ * ((√2 : ℝ) : ℂ)⁻¹ = 1 / 2 := by
    rw [← mul_inv, ← Complex.ofReal_mul, Real.mul_self_sqrt (by norm_num)]
    norm_num
  -- reduce to the two orderings of the ladder matrices
  have key : position d * momentum d - momentum d * position d =
      Complex.I • (lower d * (lower d)ᴴ - (lower d)ᴴ * lower d) := by
    unfold position momentum
    generalize ((√2 : ℝ) : ℂ)⁻¹ = s at hs ⊢
    have h1 : s * (Complex.I * s) = Complex.I / 2 := by linear_combination Complex.I * hs
    have h2 : Complex.I * s * s = Complex.I / 2 := by linear_combination Complex.I * hs
    rw [smul_mul_smul_comm, smul_mul_smul_comm, h1, h2]
    simp only [mul_add, add_mul, mul_sub, sub_mul]
    module
  rw [key, lower_mul_raise, raise_mul_lower]
  ext i j
  simp only [Matrix.smul_apply, Matrix.sub_apply, Matrix.diagonal_apply, Matrix.one_apply,
    Matrix.single_apply, smul_eq_mul]
  by_cases hij : i = j
  · subst hij
    by_cases hi : i = Fin.last d
    · subst hi
      simp only [and_self, if_true, Fin.val_last]
      push_cast
      ring
    · simp only [hi, Ne.symm hi, and_self, if_true, if_false]
      ring
  · have h : ¬(Fin.last d = i ∧ Fin.last d = j) := fun h => hij (h.1.symm.trans h.2)
    simp only [hij, h, if_false]
    ring
```

In the next theorem `*ᵥ` applies a matrix to a vector. From left to right, the proof reads off the top component of the equation, which gives $iN\psi_d=0$ and hence $\psi_d=0$. From right to left, the correction term disappears in every component.

```lean
/-- For any complex vector `ψ` on the levels `0, …, d`, the relation `(XP - PX)ψ = iψ` holds exactly
when the top component of `ψ` vanishes. -/
theorem canonical_on_state_iff (d : ℕ) (ψ : Fin (d + 1) → ℂ) :
    (position d * momentum d - momentum d * position d) *ᵥ ψ = Complex.I • ψ ↔
      ψ (Fin.last d) = 0 := by
  have key : ∀ i, (Matrix.single (Fin.last d) (Fin.last d) (1 : ℂ) *ᵥ ψ) i =
      if Fin.last d = i then ψ (Fin.last d) else 0 := by
    intro i
    by_cases h : Fin.last d = i
    · subst h
      simp [Matrix.mulVec, dotProduct, Matrix.single_apply]
    · simp [Matrix.mulVec, dotProduct, h]
  rw [position_momentum_commutator, Matrix.smul_mulVec, Matrix.sub_mulVec, Matrix.one_mulVec,
    Matrix.smul_mulVec]
  constructor
  · intro h
    have ht := congrFun h (Fin.last d)
    simp only [Pi.smul_apply, Pi.sub_apply, key, smul_eq_mul, if_true] at ht
    have hz : (Complex.I * ((d + 1 : ℕ) : ℂ)) * ψ (Fin.last d) = 0 := by
      linear_combination -ht
    exact (mul_eq_zero.mp hz).resolve_left
      (mul_ne_zero Complex.I_ne_zero (Nat.cast_ne_zero.mpr (Nat.succ_ne_zero d)))
  · intro h
    ext i
    simp only [Pi.smul_apply, Pi.sub_apply, key, h, ite_self, smul_eq_mul, mul_zero, sub_zero]
```

## The energy levels

The energy is treated in the same way. This time `key` records the cancellation of $a^2$ and $a^{*2}$, and the same three cases finish the proof. The statement gives the full matrix for each finite $N$; it concerns neither the unbounded operators of the infinite oscillator nor convergence as $N$ grows.

```lean
/-- With `N = d + 1` levels, `(X² + P²)/2` is diagonal with entries `n + 1/2`, except for
`(N - 1)/2` at the top level. -/
theorem energy_eq_diagonal (d : ℕ) :
    energy d = Matrix.diagonal fun n =>
      if n = Fin.last d then (((d + 1 : ℕ) : ℂ) - 1) / 2 else ((n : ℕ) : ℂ) + 1 / 2 := by
  have hs : ((√2 : ℝ) : ℂ)⁻¹ * ((√2 : ℝ) : ℂ)⁻¹ = 1 / 2 := by
    rw [← mul_inv, ← Complex.ofReal_mul, Real.mul_self_sqrt (by norm_num)]
    norm_num
  -- the squares of the ladder matrices cancel
  have key : energy d =
      (1 / 2 : ℂ) • (lower d * (lower d)ᴴ + (lower d)ᴴ * lower d) := by
    unfold energy position momentum
    generalize ((√2 : ℝ) : ℂ)⁻¹ = s at hs ⊢
    have h1 : Complex.I * s * (Complex.I * s) = -(1 / 2) := by
      linear_combination Complex.I ^ 2 * hs + (1 / 2) * Complex.I_sq
    rw [smul_mul_smul_comm, smul_mul_smul_comm, hs, h1]
    simp only [mul_add, add_mul, mul_sub, sub_mul]
    module
  rw [key, lower_mul_raise, raise_mul_lower]
  ext i j
  simp only [Matrix.smul_apply, Matrix.add_apply, Matrix.diagonal_apply, smul_eq_mul]
  by_cases hij : i = j
  · subst hij
    by_cases hi : i = Fin.last d
    · subst hi
      simp only [if_true, Fin.val_last]
      push_cast
      ring
    · simp only [hi, if_true, if_false]
      ring
  · simp only [hij, if_false]
    ring

end

end TruncatedOscillator
```

```lean
#print axioms TruncatedOscillator.no_finite_canonical_pair
#print axioms TruncatedOscillator.position_momentum_hermitian
#print axioms TruncatedOscillator.canonical_on_state_iff
#print axioms TruncatedOscillator.energy_eq_diagonal
```

```
'TruncatedOscillator.no_finite_canonical_pair' depends on axioms: [propext, Classical.choice, Quot.sound]
'TruncatedOscillator.position_momentum_hermitian' depends on axioms: [propext, Classical.choice, Quot.sound]
'TruncatedOscillator.canonical_on_state_iff' depends on axioms: [propext, Classical.choice, Quot.sound]
'TruncatedOscillator.energy_eq_diagonal' depends on axioms: [propext, Classical.choice, Quot.sound]
```
